# For p > 0, no exponential times a nonzero real polynomial solves the H2+ angular equation

Consider one electron in the field of two fixed nuclei with charges Z₁ and Z₂ at distance R, in atomic units. If r₁ and r₂ are the distances from the electron to the nuclei, the prolate spheroidal coordinates are ξ = (r₁ + r₂)/R and η = (r₁ - r₂)/R. Separating the Schrödinger equation gives, for the factor Y that depends on η,

((1-η²)Y')' + (p²η² + cη - A - m²/(1-η²))Y = 0 on -1 < η < 1.

Here m = 0, 1, 2, … is the absolute value of the axial quantum number, A is the separation constant, and c = R(Z₂ - Z₁). The parameter p is defined by p² = -R²E/2, where E is the electronic energy without nuclear repulsion. A bound state has E < 0, and p is then taken as the positive root. For H2+ the charges are equal and c = 0.

The trial function is

Y = (1-η²)^(m/2) exp(bη) q(η),

with b real and q a nonzero real polynomial of degree n.

## An exact finite form needs c = 2b(n + m + 1)

If the trial function solves the angular equation, then

b² = p² and c = 2b(n + m + 1).

With c = 0 and p > 0 the two conditions contradict each other, so no such solution exists for any m, A or b.

For unequal charges the form can be exact. With c = 2(m+1)p and A = p² - m(m+1), the function (1-η²)^(m/2) exp(pη) is a solution. For m = 0 and p > 0 this includes a familiar case: a 1s orbital on nucleus 2 with Z₁ = 0, whose dependence on r₂ = R(ξ-η)/2 supplies the factor exp(pη).

## Polynomial degree in η as a convergence parameter

A code that expands the angular factor of a bound H2+ orbital as (1-η²)^(m/2) times a single exponential times powers of η has a truncation error at every finite degree, so the degree has to be converged. If its symbolic residual vanishes identically for a nonzero trial function of finite degree with c = 0 and p > 0, there is an error in the code. James-Coolidge functions for H2 also use powers of η, but the result concerns the one-electron equation and says nothing about the two-electron wavefunction.

## From the flux to the two highest coefficients

Write w = (1-η²)^(m/2), so that w' = -mη w/(1-η²), and Dq = q' + bq. Differentiating the trial function gives

(1-η²)Y' = w exp(bη) F, with F = (1-η²)Dq - mηq.

The flux has the same form as Y, with F in place of q. Applying the rule again gives

((1-η²)Y')' = w exp(bη) G/(1-η²), with G = (1-η²)DF - mηF.

Since DF = (1-η²)D²q - (m+2)ηDq - mq, and m²η² = m² - m²(1-η²),

G = (1-η²)[(1-η²)D²q - 2(m+1)ηDq - m(m+1)q] + m²q.

The last term cancels the m²/(1-η²) term of the equation. What remains is w exp(bη) S = 0, where

S = (1-η²)(q'' + 2bq' + b²q) - 2(m+1)η(q' + bq) + (p²η² + cη - A - m(m+1))q.

Both w and the exponential are positive on the interval, so the polynomial S vanishes there and is therefore zero.

Let a ≠ 0 be the coefficient of η^n in q and a' that of η^(n-1), with a' = 0 if n = 0. The coefficients of η^(n+2) and η^(n+1) in S give

(p² - b²)a = 0,

(c - 2b(n + m + 1))a + (p² - b²)a' = 0.

These are the two conditions. If c = 0, the second forces b = 0, because n + m + 1 > 0, and the first then gives p = 0.

The same argument excludes finite sums of such terms with different exponents, including (1-η²)^(m/2) cosh(bη) times a nonzero polynomial. Exponentials with distinct real exponents are linearly independent over the polynomials, so each term's S must vanish separately. This extension is argued here by hand; the file treats a single exponential.

## The angular equation in Lean

```lean
import Mathlib

open Polynomial Topology

namespace DiatomicAngularFactor

noncomputable section

/-- `Y` solves the angular equation
`((1-η²)Y')' + (p²η² + cη - A - m²/(1-η²)) Y = 0` of a one-electron diatomic on `-1 < η < 1`;
the coefficient `c` is zero for equal nuclear charges. -/
def IsAngularFactor (m : ℕ) (p c A : ℝ) (Y : ℝ → ℝ) : Prop :=
  ∃ Y' : ℝ → ℝ, ∀ η ∈ Set.Ioo (-1 : ℝ) 1, HasDerivAt Y (Y' η) η ∧
    HasDerivAt (fun t => (1 - t ^ 2) * Y' t)
      (-(p ^ 2 * η ^ 2 + c * η - A - (m : ℝ) ^ 2 / (1 - η ^ 2)) * Y η) η

/-- The trial function `(1-η²)^(m/2) exp(bη) q(η)`, used on `-1 < η < 1`. -/
def ansatz (m : ℕ) (b : ℝ) (q : ℝ[X]) : ℝ → ℝ :=
  fun t => √(1 - t ^ 2) ^ m * (Real.exp (b * t) * q.eval t)

/-- The polynomial `(1-η²)(q' + bq) - mηq`. -/
def fluxPoly (m : ℕ) (b : ℝ) (q : ℝ[X]) : ℝ[X] :=
  (1 - X ^ 2) * (derivative q + C b * q) - C (m : ℝ) * X * q

/-- The polynomial
`(1-η²)(q'' + 2bq' + b²q) - 2(m+1)η(q' + bq) + (p²η² + cη - A - m(m+1))q`. -/
def residual (m : ℕ) (p c A b : ℝ) (q : ℝ[X]) : ℝ[X] :=
  (1 - X ^ 2) * (derivative (derivative q) + C (2 * b) * derivative q + C (b ^ 2) * q)
    - C (2 * ((m : ℝ) + 1)) * X * (derivative q + C b * q)
    + (C (p ^ 2) * X ^ 2 + C c * X - C (A + (m : ℝ) * ((m : ℝ) + 1))) * q

/-- The factor `1-η²` is positive for `-1 < η < 1`. -/
theorem one_sub_sq_pos {η : ℝ} (h : η ∈ Set.Ioo (-1 : ℝ) 1) : 0 < 1 - η ^ 2 := by
  have := mul_pos (by linarith [h.2] : 0 < 1 - η) (by linarith [h.1] : 0 < 1 + η)
  nlinarith

/-- For `-1 < η < 1`, the trial function built on `q` has as derivative the trial function
built on its flux polynomial, divided by `1-η²`. -/
theorem hasDerivAt_ansatz (m : ℕ) (b : ℝ) (q : ℝ[X]) {η : ℝ} (h : η ∈ Set.Ioo (-1 : ℝ) 1) :
    HasDerivAt (ansatz m b q) (ansatz m b (fluxPoly m b q) η / (1 - η ^ 2)) η := by
  have hpos := one_sub_sq_pos h
  -- the factor (1-η²)^(m/2)
  have hw : HasDerivAt (fun t : ℝ => √(1 - t ^ 2) ^ m)
      (-((m : ℝ) * η / (1 - η ^ 2)) * √(1 - η ^ 2) ^ m) η := by
    have h1 : HasDerivAt (fun t : ℝ => 1 - t ^ 2) (-(2 * η)) η :=
      ((hasDerivAt_pow 2 η).const_sub 1).congr_deriv (by norm_num)
    refine ((h1.sqrt hpos.ne').fun_pow m).congr_deriv ?_
    change (m : ℝ) * √(1 - η ^ 2) ^ (m - 1) * (-(2 * η) / (2 * √(1 - η ^ 2))) = _
    have hs := Real.sqrt_pos.2 hpos
    have hsq := Real.sq_sqrt hpos.le
    generalize √(1 - η ^ 2) = s at hs hsq ⊢
    rw [← hsq]
    cases m with
    | zero => simp
    | succ k =>
      rw [Nat.add_sub_cancel, pow_succ s k]
      field_simp
  -- the exponential
  have he : HasDerivAt (fun t : ℝ => Real.exp (b * t)) (Real.exp (b * η) * b) η := by
    simpa using ((hasDerivAt_id η).const_mul b).exp
  refine (hw.fun_mul (he.fun_mul (q.hasDerivAt η))).congr_deriv ?_
  have hd : (m : ℝ) * η / (1 - η ^ 2) * (1 - η ^ 2) = m * η := div_mul_cancel₀ _ hpos.ne'
  simp only [ansatz, fluxPoly, eval_mul, eval_sub, eval_add, eval_one, eval_pow, eval_X, eval_C]
  rw [eq_div_iff hpos.ne']
  linear_combination (-(√(1 - η ^ 2) ^ m * Real.exp (b * η) * q.eval η)) * hd

/-- For `-1 < η < 1`, the trial function built on the twice-applied flux polynomial, divided by
`1-η²`, equals the trial function built on the residual, minus `p²η² + cη - A - m²/(1-η²)` times the
trial function built on `q`. -/
theorem flux_derivative (m : ℕ) (p c A b : ℝ) (q : ℝ[X]) {η : ℝ}
    (h : η ∈ Set.Ioo (-1 : ℝ) 1) :
    ansatz m b (fluxPoly m b (fluxPoly m b q)) η / (1 - η ^ 2) =
      ansatz m b (residual m p c A b q) η
        - (p ^ 2 * η ^ 2 + c * η - A - (m : ℝ) ^ 2 / (1 - η ^ 2)) * ansatz m b q η := by
  have hne := (one_sub_sq_pos h).ne'
  have hF : (fluxPoly m b (fluxPoly m b q)).eval η =
      (1 - η ^ 2) * ((residual m p c A b q).eval η
        - (p ^ 2 * η ^ 2 + c * η - A) * q.eval η) + (m : ℝ) ^ 2 * q.eval η := by
    simp [fluxPoly, residual, derivative_mul]
    ring
  have hd : (m : ℝ) ^ 2 / (1 - η ^ 2) * (1 - η ^ 2) = (m : ℝ) ^ 2 := div_mul_cancel₀ _ hne
  simp only [ansatz, hF]
  rw [div_eq_iff hne]
  linear_combination (-(√(1 - η ^ 2) ^ m * Real.exp (b * η) * q.eval η)) * hd

/-- The trial function solves the angular equation exactly when its residual polynomial
vanishes identically. -/
theorem isAngularFactor_iff (m : ℕ) (p c A b : ℝ) (q : ℝ[X]) :
    IsAngularFactor m p c A (ansatz m b q) ↔ residual m p c A b q = 0 := by
  constructor
  · rintro ⟨Y', hY⟩
    -- a polynomial that vanishes on an interval is zero
    apply eq_zero_of_infinite_isRoot
    refine (Set.Ioo_infinite (by norm_num : (-1 : ℝ) < 1)).mono ?_
    intro η hη
    have heq : (fun t => (1 - t ^ 2) * Y' t) =ᶠ[𝓝 η] ansatz m b (fluxPoly m b q) := by
      filter_upwards [isOpen_Ioo.mem_nhds hη] with t ht
      have hne := (one_sub_sq_pos ht).ne'
      rw [(hY t ht).1.unique (hasDerivAt_ansatz m b q ht)]
      field_simp
    have h := (hY η hη).2.unique
      ((hasDerivAt_ansatz m b (fluxPoly m b q) hη).congr_of_eventuallyEq heq)
    rw [flux_derivative m p c A b q hη] at h
    have h0 : ansatz m b (residual m p c A b q) η = 0 := by linarith
    have hw := pow_pos (Real.sqrt_pos.2 (one_sub_sq_pos hη)) m
    exact (mul_eq_zero.1 ((mul_eq_zero.1 h0).resolve_left hw.ne')).resolve_left
      (Real.exp_pos _).ne'
  · intro hR
    refine ⟨fun t => ansatz m b (fluxPoly m b q) t / (1 - t ^ 2),
      fun η hη => ⟨hasDerivAt_ansatz m b q hη, ?_⟩⟩
    have heq : (fun t => (1 - t ^ 2) * (ansatz m b (fluxPoly m b q) t / (1 - t ^ 2)))
        =ᶠ[𝓝 η] ansatz m b (fluxPoly m b q) := by
      filter_upwards [isOpen_Ioo.mem_nhds hη] with t ht
      have hne := (one_sub_sq_pos ht).ne'
      field_simp
    refine ((hasDerivAt_ansatz m b (fluxPoly m b q) hη).congr_of_eventuallyEq heq).congr_deriv ?_
    have h0 : ansatz m b 0 η = 0 := by simp [ansatz]
    rw [flux_derivative m p c A b q hη, hR, h0]
    ring

/-- If the trial function with a nonzero polynomial `q` solves the angular equation, then
`b² = p²` and `c = 2b(deg q + m + 1)`. -/
theorem termination_condition {m : ℕ} {p c A b : ℝ} {q : ℝ[X]} (hq : q ≠ 0)
    (h : IsAngularFactor m p c A (ansatz m b q)) :
    b ^ 2 = p ^ 2 ∧ c = 2 * b * ((q.natDegree : ℝ) + m + 1) := by
  have hR := (isAngularFactor_iff m p c A b q).1 h
  have hX : ∀ (f : ℝ[X]) (k : ℕ), (X * derivative f).coeff k = k * f.coeff k := by
    intro f k
    cases k with
    | zero => simp
    | succ k =>
      rw [coeff_X_mul, coeff_derivative]
      push_cast
      ring
  -- sort the residual by powers of η
  have hsplit : residual m p c A b q =
      derivative (derivative q) + C (2 * b) * derivative q
        + C (b ^ 2 - A - (m : ℝ) * ((m : ℝ) + 1)) * q
        - X * (X * derivative (derivative q)) - C (2 * b) * (X * (X * derivative q))
        - C (2 * ((m : ℝ) + 1)) * (X * derivative q)
        + C (c - 2 * ((m : ℝ) + 1) * b) * (X * q) + C (p ^ 2 - b ^ 2) * (X * (X * q)) := by
    simp only [residual, map_add, map_sub, map_mul, map_pow, map_one]
    ring
  have hco : ∀ k : ℕ, (residual m p c A b q).coeff (k + 1) =
      ((k : ℝ) + 3) * (k + 2) * q.coeff (k + 1 + 1 + 1) + 2 * b * (k + 2) * q.coeff (k + 1 + 1)
        + (b ^ 2 - A - m * (m + 1) - k * (k + 1) - 2 * (m + 1) * (k + 1)) * q.coeff (k + 1)
        + (c - 2 * (m + 1) * b - 2 * b * k) * q.coeff k
        + (p ^ 2 - b ^ 2) * (X * q).coeff k := by
    intro k
    rw [hsplit]
    simp only [coeff_add, coeff_sub, coeff_C_mul, coeff_X_mul, hX, coeff_derivative]
    push_cast
    ring
  have ha : q.coeff q.natDegree ≠ 0 := leadingCoeff_ne_zero.mpr hq
  have z1 : q.coeff (q.natDegree + 1) = 0 := coeff_eq_zero_of_natDegree_lt (by omega)
  have z2 : q.coeff (q.natDegree + 1 + 1) = 0 := coeff_eq_zero_of_natDegree_lt (by omega)
  have z3 : q.coeff (q.natDegree + 1 + 1 + 1) = 0 := coeff_eq_zero_of_natDegree_lt (by omega)
  have z4 : q.coeff (q.natDegree + 1 + 1 + 1 + 1) = 0 :=
    coeff_eq_zero_of_natDegree_lt (by omega)
  -- the highest power fixes the exponent
  have h1 := hco (q.natDegree + 1)
  rw [hR, coeff_zero, z1, z2, z3, z4, coeff_X_mul] at h1
  have e1 : (p ^ 2 - b ^ 2) * q.coeff q.natDegree = 0 := by linear_combination -h1
  have hb : b ^ 2 = p ^ 2 := by linarith [(mul_eq_zero.1 e1).resolve_right ha]
  -- the next power fixes the charge asymmetry
  have h2 := hco q.natDegree
  rw [hR, coeff_zero, z1, z2, z3] at h2
  have e2 : (c - 2 * b * ((q.natDegree : ℝ) + m + 1)) * q.coeff q.natDegree = 0 := by
    linear_combination -h2 + (X * q).coeff q.natDegree * hb
  exact ⟨hb, by linarith [(mul_eq_zero.1 e2).resolve_right ha]⟩

/-- For equal nuclear charges and `p > 0`, no function `(1-η²)^(m/2) exp(bη) q(η)` with a
nonzero real polynomial `q` solves the angular equation, whatever `m`, `A` and `b`. -/
theorem no_exp_polynomial_angular_factor (m : ℕ) {p : ℝ} (hp : 0 < p) (A b : ℝ) {q : ℝ[X]}
    (hq : q ≠ 0) : ¬ IsAngularFactor m p 0 A (ansatz m b q) := by
  intro h
  obtain ⟨hb, hc⟩ := termination_condition hq h
  have hn : (0 : ℝ) < (q.natDegree : ℝ) + m + 1 := by positivity
  have h2b : 2 * b = 0 := (mul_eq_zero.1 hc.symm).resolve_right hn.ne'
  have hb0 : b = 0 := by linarith
  rw [hb0] at hb
  have := pow_pos hp 2
  linarith

/-- The case `m = 0`: for equal nuclear charges and `p > 0`, no `exp(bη) q(η)` with a nonzero
real polynomial `q` solves the angular equation. -/
theorem no_exp_polynomial_sigma {p : ℝ} (hp : 0 < p) (A b : ℝ) {q : ℝ[X]} (hq : q ≠ 0) :
    ¬ IsAngularFactor 0 p 0 A (fun η => Real.exp (b * η) * q.eval η) := by
  have e : ansatz 0 b q = fun η => Real.exp (b * η) * q.eval η := by
    funext t
    simp [ansatz]
  rw [← e]
  exact no_exp_polynomial_angular_factor 0 hp A b hq

/-- With the charge-asymmetry coefficient `c = 2(m+1)p` and `A = p² - m(m+1)`, the function
`(1-η²)^(m/2) exp(pη)` solves the angular equation. -/
theorem unequal_charges_witness (m : ℕ) (p : ℝ) :
    IsAngularFactor m p (2 * ((m : ℝ) + 1) * p) (p ^ 2 - (m : ℝ) * ((m : ℝ) + 1))
      (ansatz m p 1) := by
  rw [isAngularFactor_iff]
  simp only [residual, derivative_one, map_zero, map_add, map_sub, map_mul, map_pow, map_one]
  ring

end

end DiatomicAngularFactor
```

```lean
#print axioms DiatomicAngularFactor.no_exp_polynomial_angular_factor
#print axioms DiatomicAngularFactor.no_exp_polynomial_sigma
```

```
'DiatomicAngularFactor.no_exp_polynomial_angular_factor' depends on axioms: [propext, Classical.choice, Quot.sound]
'DiatomicAngularFactor.no_exp_polynomial_sigma' depends on axioms: [propext, Classical.choice, Quot.sound]
```

## Pointwise solutions, with A left free

`IsAngularFactor m p c A Y` says that Y has a derivative `Y'` at every point of the open interval, and that the flux (1-η²)Y' is differentiable there with the derivative that the equation prescribes. No boundary condition at η = ±1 is imposed; the trial functions are bounded there in any case. `ansatz m b q` is the trial function, with `q : ℝ[X]` a real polynomial and `q.natDegree` its degree n.

`hasDerivAt_ansatz` is the differentiation rule, with `fluxPoly` for F. `flux_derivative` is the algebraic identity that rewrites G, the result of applying `fluxPoly` twice, in terms of S, called `residual`. `isAngularFactor_iff` applies the differentiation rule to Y and to its flux, and proves that solving the equation is equivalent to `residual m p c A b q = 0`. In one direction it uses uniqueness of derivatives and `eq_zero_of_infinite_isRoot`; in the other it supplies `Y'` explicitly.

In `termination_condition`, `hco` computes the coefficient of η^(k+1) in S. Taking k = n+1 and then k = n gives the two equations above. `no_exp_polynomial_angular_factor` sets c = 0 and derives the contradiction, `no_exp_polynomial_sigma` states the case m = 0 without the square root, and `unequal_charges_witness` checks the exact solution by inserting q = 1.

The theorems start from the angular equation. The separation of variables and the relations of p and c to E, R and the charges are physics supplied in the text. A is an arbitrary real number, not tied to the radial equation, so the exclusion holds for whatever value a bound state requires. Complex b and complex polynomials lie beyond the statements, and there is no estimate of how fast the truncation error falls with n. Some condition on p is needed: at p = c = A = m = 0, the constant Y = 1 is a solution.
